# Multiplicities of successive total spins of N spins one half are strictly log-concave

Four spins one half couple to total spin 0, 1 and 2 in 2, 3 and 1 independent ways. These counts, not the numbers $2S+1$ of states in a multiplet of total spin $S$, are called multiplicities here. The ratio of successive multiplicities falls from $3/2$ to $1/3$, which is the same as $2\cdot 1 < 3^2$. The file below proves this inequality for any number of spins and any three successive total spins whose middle member occurs.

```lean
import Mathlib

namespace SpinMultiplicityLogConcavity

/-- The number of `N`-step nonnegative unit-step walks from `0` to `m`, counted by their last
step: the multiplicity of total spin `m / 2` for `N` spins one half. -/
def spinMult : ℕ → ℕ → ℕ
  | 0, 0 => 1
  | 0, _ + 1 => 0
  | N + 1, 0 => spinMult N 1
  | N + 1, m + 1 => spinMult N m + spinMult N (m + 2)

/-- `N` spins one half never couple to a total spin above `N / 2`. -/
theorem spinMult_eq_zero (N m : ℕ) (h : N < m) : spinMult N m = 0 := by
  induction N generalizing m with
  | zero =>
    cases m with
    | zero => omega
    | succ m => rfl
  | succ N ih =>
    cases m with
    | zero => omega
    | succ m =>
      have s : spinMult (N + 1) (m + 1) = spinMult N m + spinMult N (m + 2) := rfl
      have h1 := ih m (by omega)
      have h2 := ih (m + 2) (by omega)
      omega

/-- Reflection formula: with `k` down-steps, the multiplicity is the difference of the numbers
of spin configurations with `k` and with `m + k + 1` spins down. -/
theorem spinMult_add_choose (N m k : ℕ) (h : N = m + 2 * k) :
    spinMult N m + N.choose (m + k + 1) = N.choose k := by
  induction N generalizing m k with
  | zero =>
    obtain rfl : m = 0 := by omega
    obtain rfl : k = 0 := by omega
    simp [spinMult]
  | succ N ih =>
    cases m with
    | zero =>
      -- a walk ending at zero arrives from one
      obtain ⟨j, rfl⟩ : ∃ j, k = j + 1 := ⟨k - 1, by omega⟩
      have s : spinMult (N + 1) 0 = spinMult N 1 := rfl
      have h1 := ih 1 j (by omega)
      rw [show 1 + j + 1 = j + 2 by omega] at h1
      have p1 : (N + 1).choose (j + 2) = N.choose (j + 1) + N.choose (j + 2) :=
        Nat.choose_succ_succ' N (j + 1)
      have p2 : (N + 1).choose (j + 1) = N.choose j + N.choose (j + 1) :=
        Nat.choose_succ_succ' N j
      rw [show 0 + (j + 1) + 1 = j + 2 by omega, p1, p2, s]
      omega
    | succ m =>
      have s : spinMult (N + 1) (m + 1) = spinMult N m + spinMult N (m + 2) := rfl
      cases k with
      | zero =>
        -- the fully aligned walk
        have h1 := ih m 0 (by omega)
        have c1 : N.choose (m + 0 + 1) = 0 := Nat.choose_eq_zero_of_lt (by omega)
        have c2 : (N + 1).choose (m + 1 + 0 + 1) = 0 := Nat.choose_eq_zero_of_lt (by omega)
        have v := spinMult_eq_zero N (m + 2) (by omega)
        rw [c1, Nat.choose_zero_right] at h1
        rw [s, c2, v, Nat.choose_zero_right]
        omega
      | succ j =>
        -- both branches contribute and Pascal's rule recombines them
        have h1 := ih m (j + 1) (by omega)
        have h2 := ih (m + 2) j (by omega)
        rw [show m + (j + 1) + 1 = m + j + 2 by omega] at h1
        rw [show m + 2 + j + 1 = m + j + 3 by omega] at h2
        have p1 : (N + 1).choose (m + j + 3) = N.choose (m + j + 2) + N.choose (m + j + 3) :=
          Nat.choose_succ_succ' N (m + j + 2)
        have p2 : (N + 1).choose (j + 1) = N.choose j + N.choose (j + 1) :=
          Nat.choose_succ_succ' N j
        rw [show m + 1 + (j + 1) + 1 = m + j + 3 by omega, p1, p2, s]
        omega

/-- Product formula for the multiplicity of total spin `m / 2` among `N = m + 2 k` spins. -/
theorem spinMult_product (N m k : ℕ) (h : N = m + 2 * k) :
    (m + k + 1) * spinMult N m = (m + 1) * N.choose k := by
  have r := spinMult_add_choose N m k h
  have c := Nat.choose_succ_right_eq N (m + k)
  rw [show N - (m + k) = k by omega,
    Nat.choose_symm_of_eq_add (show N = (m + k) + k by omega)] at c
  have e : (m + k + 1) * (spinMult N m + N.choose (m + k + 1))
      = (m + k + 1) * N.choose k := by rw [r]
  nlinarith [e, c]

/-- Every total spin `m / 2` up to `N / 2` with `m` of the parity of `N` occurs. -/
theorem spinMult_pos (N m : ℕ) (h : m ≤ N) (hpar : N % 2 = m % 2) : 0 < spinMult N m := by
  have d := spinMult_product N m ((N - m) / 2) (by omega)
  have p : 0 < (m + 1) * N.choose ((N - m) / 2) :=
    Nat.mul_pos (Nat.succ_pos m) (Nat.choose_pos (by omega))
  apply Nat.pos_of_ne_zero
  intro h0
  rw [← d, h0, mul_zero] at p
  exact lt_irrefl 0 p

/-- The ratio of the multiplicities of two successive total spins, `m / 2` and `m / 2 + 1`,
written without division. -/
theorem spinMult_ratio (N m k : ℕ) (h : N = m + 2 * k) :
    (m + 1) * (m + k + 2) * spinMult N (m + 2) = (m + 3) * k * spinMult N m := by
  cases k with
  | zero =>
    rw [spinMult_eq_zero N (m + 2) (by omega)]
    simp
  | succ j =>
    have d1 := spinMult_product N m (j + 1) h
    have d2 := spinMult_product N (m + 2) j (by omega)
    have c := Nat.choose_succ_right_eq N j
    rw [show N - j = m + j + 2 by omega] at c
    apply Nat.eq_of_mul_eq_mul_left (show 0 < m + j + 2 by omega)
    calc (m + j + 2) * ((m + 1) * (m + (j + 1) + 2) * spinMult N (m + 2))
        = (m + 1) * (m + j + 2) * ((m + 2 + j + 1) * spinMult N (m + 2)) := by ring
      _ = (m + 1) * (m + 3) * (N.choose j * (m + j + 2)) := by rw [d2]; ring
      _ = (m + 3) * (j + 1) * ((m + 1) * N.choose (j + 1)) := by rw [← c]; ring
      _ = (m + j + 2) * ((m + 3) * (j + 1) * spinMult N m) := by rw [← d1]; ring

/-- Strict log-concavity: the squared multiplicity of a total spin exceeds the product of the
multiplicities of the total spins one unit below and one unit above. -/
theorem spinMult_strict_logConcave (N m : ℕ) (h : m + 2 ≤ N) (hpar : N % 2 = m % 2) :
    spinMult N m * spinMult N (m + 4) < spinMult N (m + 2) ^ 2 := by
  obtain ⟨j, hj⟩ : ∃ j, N = m + 2 * (j + 1) := ⟨(N - m - 2) / 2, by omega⟩
  have r1 := spinMult_ratio N m (j + 1) hj
  have r2 : (m + 2 + 1) * (m + 2 + j + 2) * spinMult N (m + 4)
      = (m + 2 + 3) * j * spinMult N (m + 2) := spinMult_ratio N (m + 2) j (by omega)
  have hB := spinMult_pos N (m + 2) h (by omega)
  generalize spinMult N m = A at *
  generalize spinMult N (m + 2) = B at *
  generalize spinMult N (m + 4) = C at *
  -- the product of two successive ratios
  have key : ((m + 3) * (m + 3)) * ((j + 1) * (m + j + 4)) * (A * C)
      = ((m + 1) * (m + 5)) * (j * (m + j + 3)) * B ^ 2 := by
    calc ((m + 3) * (m + 3)) * ((j + 1) * (m + j + 4)) * (A * C)
        = ((m + 3) * (j + 1) * A) * ((m + 2 + 1) * (m + 2 + j + 2) * C) := by ring
      _ = ((m + 1) * (m + (j + 1) + 2) * B) * ((m + 2 + 3) * j * B) := by rw [← r1, r2]
      _ = ((m + 1) * (m + 5)) * (j * (m + j + 3)) * B ^ 2 := by ring
  -- both factors of the coefficient of `B ^ 2` in `key` are smaller than those of `A * C`
  have hlt : ((m + 1) * (m + 5)) * (j * (m + j + 3))
      < ((m + 3) * (m + 3)) * ((j + 1) * (m + j + 4)) :=
    mul_lt_mul'' (by nlinarith) (by nlinarith) (Nat.zero_le _) (Nat.zero_le _)
  by_contra hcon
  have h1 := Nat.mul_le_mul_left (((m + 3) * (m + 3)) * ((j + 1) * (m + j + 4)))
    (not_lt.mp hcon)
  have h2 := Nat.mul_lt_mul_of_pos_right hlt (pow_pos hB 2)
  rw [key] at h1
  exact absurd h1 (not_le_of_gt h2)

/-- Total spin `m / 2 + 1` has a smaller multiplicity than total spin `m / 2` exactly when `N + 2 <
(m + 2) ^ 2`. -/
theorem spinMult_decreasing_iff (N m : ℕ) (h : m ≤ N) (hpar : N % 2 = m % 2) :
    spinMult N (m + 2) < spinMult N m ↔ N + 2 < (m + 2) ^ 2 := by
  obtain ⟨k, hk⟩ : ∃ k, N = m + 2 * k := ⟨(N - m) / 2, by omega⟩
  have r := spinMult_ratio N m k hk
  have hA := spinMult_pos N m h hpar
  constructor
  · intro hlt
    by_contra hcon
    have hPQ : (m + 1) * (m + k + 2) ≤ (m + 3) * k := by nlinarith
    have h1 := Nat.mul_lt_mul_of_pos_left hlt (show 0 < (m + 1) * (m + k + 2) by positivity)
    have h2 := Nat.mul_le_mul_right (spinMult N m) hPQ
    omega
  · intro hlt
    by_contra hcon
    have hPQ : (m + 3) * k < (m + 1) * (m + k + 2) := by nlinarith
    have h1 := Nat.mul_lt_mul_of_pos_right hPQ hA
    have h2 := Nat.mul_le_mul_left ((m + 1) * (m + k + 2)) (not_lt.mp hcon)
    omega

/-- Two successive total spins `m / 2` and `m / 2 + 1` have equal multiplicities exactly when
`N + 2 = (m + 2) ^ 2`. -/
theorem spinMult_eq_iff (N m : ℕ) (h : m ≤ N) (hpar : N % 2 = m % 2) :
    spinMult N (m + 2) = spinMult N m ↔ N + 2 = (m + 2) ^ 2 := by
  obtain ⟨k, hk⟩ : ∃ k, N = m + 2 * k := ⟨(N - m) / 2, by omega⟩
  have r := spinMult_ratio N m k hk
  have hA := spinMult_pos N m h hpar
  constructor
  · intro he
    rw [he] at r
    have hPQ := Nat.eq_of_mul_eq_mul_right hA r
    nlinarith
  · intro he
    have hPQ : (m + 3) * k = (m + 1) * (m + k + 2) := by nlinarith
    rw [hPQ] at r
    exact Nat.eq_of_mul_eq_mul_left (show 0 < (m + 1) * (m + k + 2) by positivity) r

end SpinMultiplicityLogConcavity
```

```lean
#print axioms SpinMultiplicityLogConcavity.spinMult_strict_logConcave
-- 'SpinMultiplicityLogConcavity.spinMult_strict_logConcave' depends on axioms: [propext, Classical.choice, Quot.sound]
#print axioms SpinMultiplicityLogConcavity.spinMult_decreasing_iff
-- 'SpinMultiplicityLogConcavity.spinMult_decreasing_iff' depends on axioms: [propext, Classical.choice, Quot.sound]
#print axioms SpinMultiplicityLogConcavity.spinMult_eq_iff
-- 'SpinMultiplicityLogConcavity.spinMult_eq_iff' depends on axioms: [propext, Classical.choice, Quot.sound]
```

## Walks as spin couplings

Write $f(N,m)$ for `spinMult N m`. The second argument is twice the total spin, $m = 2S$, so half-integers never appear. Adding one spin one half to a system of total spin $S$ gives $S+\tfrac12$ or, if $S>0$, $S-\tfrac12$. A history of couplings is therefore a walk with unit steps in $m$ that starts at 0 and never goes negative. Sorting the walks by their last step gives the definition:

$$f(N+1,m+1) = f(N,m) + f(N,m+2), \qquad f(N+1,0) = f(N,1), \qquad f(0,0)=1, \qquad f(0,m+1)=0.$$

The number $f(N,2S)$ counts independent spin eigenfunctions at one fixed $M$; the $2S+1$ values of $M$ are not counted separately. The file takes the coupling rule as its definition of multiplicity and does not derive it from spin operators.

The main theorem, `spinMult_strict_logConcave`, says that if $m+2\le N$ and $N$ and $m$ have the same parity, then

$$f(N,m)\,f(N,m+4) < f(N,m+2)^2 .$$

The middle spin is $m/2+1$, and its neighbours lie one unit below and above. The upper neighbour may exceed $N/2$, in which case the left side is zero.

Both hypotheses are needed. Without the parity condition, $N=3$, $m=0$ would give $0<0$, since three spins one half never have integer total spin. Without $m+2\le N$, $N=0$, $m=0$ would give $1\cdot 0<0$.

In electronic structure, $f(N,2S)$ is the number of spin-adapted functions for $N$ singly occupied orbitals at fixed $M$. The theorem thus describes how the size of that spin space varies with $S$ for one orbital configuration, and says nothing about energies.

## From reflection to a product

Let $N=m+2k$, so that a walk ending at $m$ has $k$ down-steps. The lemma `spinMult_add_choose` states

$$f(N,m) = \binom{N}{k} - \binom{N}{m+k+1},$$

written as a sum to avoid subtraction of natural numbers. Physically, $\binom Nk$ counts the configurations with $M=m/2$, to which every total spin $S\ge m/2$ contributes once per multiplet. The second term equals the number of configurations with $M=m/2+1$, and removes all spins above $m/2$.

The proof is by induction on $N$. For $N=0$ the statement reads $1+0=1$. For an endpoint $m+1$ after $N+1$ steps, with $j+1$ down-steps, the two branches give

$$\binom{N}{j+1}-\binom{N}{m+j+2}+\binom{N}{j}-\binom{N}{m+j+3} = \binom{N+1}{j+1}-\binom{N+1}{m+j+3}$$

by Pascal's rule. For endpoint 0 only the branch from 1 exists, and

$$\binom Nj-\binom N{j+2}=\binom{N+1}{j+1}-\binom{N+1}{j+2},$$

because $\binom N{j+1}$ cancels. With no down-steps there is exactly one walk; here `spinMult_eq_zero`, which says that $f(N,m)=0$ for $m>N$, removes the other branch. In these three cases `omega` finishes the linear arithmetic, after the Pascal identities are supplied in the first two and the vanishing binomials in the third.

Next, since $N-(m+k)=k$,

$$(m+k+1)\binom{N}{m+k+1} = k\binom{N}{m+k} = k\binom Nk .$$

Multiplying the reflection formula by $m+k+1$ then gives `spinMult_product`:

$$(m+k+1)\,f(N,m) = (m+1)\binom Nk .$$

The right side is positive, so every spin of the correct parity up to $N/2$ occurs; this is `spinMult_pos`.

## The ratio of neighbours

For $k\ge1$, the endpoint $m+2$ has $k-1$ down-steps, so

$$(m+k+2)\,f(N,m+2)=(m+3)\binom N{k-1}, \qquad k\binom Nk=(m+k+1)\binom N{k-1}.$$

Eliminating the binomials and cancelling $m+k+1$ yields `spinMult_ratio`:

$$(m+1)(m+k+2)\,f(N,m+2) = (m+3)\,k\,f(N,m).$$

For $k=0$ both sides vanish. The `calc` block in Lean carries the common factor $m+k+1$ through the elimination, and `Nat.eq_of_mul_eq_mul_left` cancels it.

## Two ratios multiplied

Put $k=j+1$ and call the three multiplicities $A=f(N,m)$, $B=f(N,m+2)$ and $C=f(N,m+4)$, as `generalize` does in the file. The ratio formula, used at $m$ and at $m+2$, gives

$$(m+1)(m+j+3)B=(m+3)(j+1)A, \qquad (m+3)(m+j+4)C=(m+5)\,j\,B .$$

Their product is the identity `key`:

$$(m+3)^2(j+1)(m+j+4)\,AC=(m+1)(m+5)\,j(m+j+3)\,B^2 .$$

The coefficient on the left is larger, factor by factor:

$$(m+3)^2-(m+1)(m+5)=4, \qquad (j+1)(m+j+4)-j(m+j+3)=m+2j+4 .$$

Since $B>0$, it follows that $AC<B^2$. Lean proves the coefficient inequality as `hlt` and argues by contradiction: $B^2\le AC$, multiplied by the larger coefficient, would conflict with `key`.

## Where the multiplicities peak

The ratio formula also compares neighbours directly. Whether $f(N,m+2)$ lies below $f(N,m)$ depends on the sign of

$$(m+1)(m+k+2)-(m+3)k=(m+1)(m+2)-2k=(m+2)^2-(N+2).$$

Hence, for $m\le N$ of equal parity, `spinMult_decreasing_iff` states that $f(N,m+2)<f(N,m)$ exactly when $N+2<(m+2)^2$, and `spinMult_eq_iff` that the two are equal exactly when $N+2=(m+2)^2$. Two spins have one singlet and one triplet; seven spins have 14 couplings to spin $1/2$ and 14 to spin $3/2$. In both proofs `nlinarith` translates between the condition on $N$ and the comparison of coefficients, and the ratio formula carries the comparison over to the multiplicities. One direction of each equivalence uses that $f(N,m)$ is positive, the other that the coefficient $(m+1)(m+k+2)$ is.
